# The first-order transition amplitude of a Gaussian pulse is Gaussian in the transition frequency

A real coupling V exp(−t²/s²), with duration s > 0, acts over all time and drives a transition of real frequency w. To first order in the coupling, with ħ = 1, the transition amplitude is −i times the integral of the pulse against exp(iwt), and the theorem states that it equals −i V s √π exp(−w²s²/4). The proof combines the pulse and the phase factor into the exponential of a quadratic in t, and evaluates the integral with `integral_cexp_quadratic`. It then tries to show that the square-root prefactor and the exponent in that formula are the expected real numbers.

This version doesn't compile in Lean 4 with Mathlib:

```lean
import Mathlib

open scoped Real

namespace AmplitudeGaussian

noncomputable section

/-- A Gaussian pulse of peak coupling `V` and duration `s ≠ 0`, as a function of time `t`. -/
def gaussianPulse (V s t : ℝ) : ℝ := V * Real.exp (-(t ^ 2 / s ^ 2))

/-- The first-order transition amplitude (with ħ = 1) for an integrable coupling `f`
and transition frequency `w`. -/
def firstOrderAmplitude (f : ℝ → ℝ) (w : ℝ) : ℂ :=
  -Complex.I * ∫ t : ℝ, (f t : ℂ) * Complex.exp (Complex.I * w * t)

/-- The first-order amplitude of a Gaussian pulse of duration `s > 0` is itself Gaussian in
the transition frequency. -/
theorem amplitude_gaussian (V w : ℝ) {s : ℝ} (hs : 0 < s) :
    firstOrderAmplitude (gaussianPulse V s) w =
      -Complex.I * ((V * s * √π * Real.exp (-(w ^ 2 * s ^ 2 / 4)) : ℝ) : ℂ) := by
  have hb : (((-(1 / s ^ 2) : ℝ) : ℂ)).re < 0 := by
    rw [Complex.ofReal_re]
    have : 0 < 1 / s ^ 2 := by positivity
    linarith
  -- pulse and phase factor combine into the exponential of a quadratic
  have hfun : ∀ t : ℝ, (gaussianPulse V s t : ℂ) * Complex.exp (Complex.I * w * t) =
      (V : ℂ) * Complex.exp
        (((-(1 / s ^ 2) : ℝ) : ℂ) * (t : ℂ) ^ 2 + Complex.I * w * t + 0) := by
    intro t
    rw [gaussianPulse, Complex.ofReal_mul, Complex.ofReal_exp, mul_assoc, ← Complex.exp_add]
    congr 2
    push_cast
    ring
  have hint := integral_cexp_quadratic hb (Complex.I * w) 0
  -- the prefactor and the exponent of the Gaussian integral are real
  have hroot : ((π : ℂ) / -((-(1 / s ^ 2) : ℝ) : ℂ)) ^ (1 / 2 : ℂ) = ((√π * s : ℝ) : ℂ) := by
    have h1 : (π : ℂ) / -((-(1 / s ^ 2) : ℝ) : ℂ) = ((π * s ^ 2 : ℝ) : ℂ) := by
      push_cast
      ring
    have h2 : (1 / 2 : ℂ) = ((1 / 2 : ℝ) : ℂ) := by norm_num
    rw [h1, h2, ← Complex.ofReal_cpow (by positivity), ← Real.sqrt_eq_rpow,
      Real.sqrt_mul Real.pi_pos.le, Real.sqrt_sq hs.le]
  have hexp : 0 - (Complex.I * w) ^ 2 / (4 * ((-(1 / s ^ 2) : ℝ) : ℂ)) =
      ((-(w ^ 2 * s ^ 2 / 4) : ℝ) : ℂ) := by
    rw [mul_pow, Complex.I_sq]
    push_cast
    ring
  simp only [firstOrderAmplitude, hfun]
  rw [MeasureTheory.integral_const_mul, hint, hroot, hexp]
  push_cast
  ring

end

end AmplitudeGaussian
```

The error:

```
Try this:
  [apply] ring_nf
  
  The `ring` tactic failed to close the goal. Use `ring_nf` to obtain a normal form.
    
  Note that `ring` works primarily in *commutative* rings. If you have a noncommutative ring, abelian group or module, consider using `noncomm_ring`, `abel` or `module` instead.
Main.lean:38:77: error: unsolved goals
V w s : ℝ
hs : 0 < s
hb : (↑(-(1 / s ^ 2))).re < 0
hfun :
  ∀ (t : ℝ),
    ↑(gaussianPulse V s t) * Complex.exp (Complex.I * ↑w * ↑t) =
      ↑V * Complex.exp (↑(-(1 / s ^ 2)) * ↑t ^ 2 + Complex.I * ↑w * ↑t + 0)
hint :
  ∫ (x : ℝ), Complex.exp (↑(-(1 / s ^ 2)) * ↑x ^ 2 + Complex.I * ↑w * ↑x + 0) =
    (↑π / -↑(-(1 / s ^ 2))) ^ (1 / 2) * Complex.exp (0 - (Complex.I * ↑w) ^ 2 / (4 * ↑(-(1 / s ^ 2))))
⊢ ↑π * (↑s)⁻¹⁻¹ ^ 2 = ↑π * ↑s ^ 2
Try this:
  [apply] ring_nf
  
  The `ring` tactic failed to close the goal. Use `ring_nf` to obtain a normal form.
    
  Note that `ring` works primarily in *commutative* rings. If you have a noncommutative ring, abelian group or module, consider using `noncomm_ring`, `abel` or `module` instead.
Main.lean:45:42: error: unsolved goals
V w s : ℝ
hs : 0 < s
hb : (↑(-(1 / s ^ 2))).re < 0
hfun :
  ∀ (t : ℝ),
    ↑(gaussianPulse V s t) * Complex.exp (Complex.I * ↑w * ↑t) =
      ↑V * Complex.exp (↑(-(1 / s ^ 2)) * ↑t ^ 2 + Complex.I * ↑w * ↑t + 0)
hint :
  ∫ (x : ℝ), Complex.exp (↑(-(1 / s ^ 2)) * ↑x ^ 2 + Complex.I * ↑w * ↑x + 0) =
    (↑π / -↑(-(1 / s ^ 2))) ^ (1 / 2) * Complex.exp (0 - (Complex.I * ↑w) ^ 2 / (4 * ↑(-(1 / s ^ 2))))
hroot : (↑π / -↑(-(1 / s ^ 2))) ^ (1 / 2) = ↑(√π * s)
⊢ ↑w ^ 2 * (↑s)⁻¹⁻¹ ^ 2 * (-1 / 4) = ↑w ^ 2 * ↑s ^ 2 * (-1 / 4)
```

Diagnosis. Both errors say that `ring` left a goal unsolved, first in `h1`, which simplifies the base of the square root, and then in `hexp`, which simplifies the exponent. Each expression divides by a multiple of 1/s², so its normal form contains an inverse of an inverse. In the goals that remain, the left side has `(↑s)⁻¹⁻¹ ^ 2` where the right side has `↑s ^ 2`, and everything else agrees. The two are equal, but `ring` did not reduce the double inverse to `↑s`, so it could not match the sides.

The messages suggest `ring_nf`, which only brings the goal to this normal form and does not finish the proof. The repair therefore uses `ring_nf` in both places and follows it with `rw [inv_inv]`, which replaces the double inverse by `↑s`. The two sides are then identical, and `rw` closes the goal by reflexivity.

Lean accepts the file once it reads:

```diff
@@ -38,5 +38,6 @@
     have h1 : (π : ℂ) / -((-(1 / s ^ 2) : ℝ) : ℂ) = ((π * s ^ 2 : ℝ) : ℂ) := by
       push_cast
-      ring
+      ring_nf
+      rw [inv_inv]
     have h2 : (1 / 2 : ℂ) = ((1 / 2 : ℝ) : ℂ) := by norm_num
     rw [h1, h2, ← Complex.ofReal_cpow (by positivity), ← Real.sqrt_eq_rpow,
@@ -46,5 +47,6 @@
     rw [mul_pow, Complex.I_sq]
     push_cast
-    ring
+    ring_nf
+    rw [inv_inv]
   simp only [firstOrderAmplitude, hfun]
   rw [MeasureTheory.integral_const_mul, hint, hroot, hexp]
```
